# The inverse-cube Friedel tail for two s scatterers with constant real amplitudes

To estimate the interaction energy of two distant impurities in an electron gas, one can keep a single round trip of the electron between them and discard the rest of the logarithm in Lloyd's formula. For s scatterers with constant real amplitudes \(a\) and \(b\) at distance \(R\), with \(|ab|<R^2\), the following theorems bound the error of that step and give the tail \(\cos(2k_FR)/R^3\), where \(k_F\) is the Fermi wavenumber.

In Lean 4 with Mathlib:

```lean
import Mathlib

open Filter Topology

namespace LloydTwoScatterers

noncomputable section

/-- The factor `exp(ikR)/R`, for `R ≠ 0`. For `k > 0` and `R > 0` it is the outgoing spherical wave
of one scatterer at distance `R`. -/
def propagator (k R : ℝ) : ℂ := Complex.exp ((k * R : ℝ) * Complex.I) / R

/-- The multiple-scattering matrix of two s scatterers with real amplitudes `a` and `b` at
distance `R ≠ 0`. -/
def scatteringMatrix (a b k R : ℝ) : Matrix (Fin 2) (Fin 2) ℂ :=
  !![1, -(b * propagator k R); -(a * propagator k R), 1]

/-- The amplitude `ab exp(2ikR)/R²` for one round trip between the scatterers, for `R ≠ 0`. -/
def roundTrip (a b k R : ℝ) : ℂ :=
  ((a * b / R ^ 2 : ℝ) : ℂ) * Complex.exp ((2 * k * R : ℝ) * Complex.I)

/-- The Lloyd integral of `2k Im Log det M(k)` over wavenumbers from `0` to `kF`, where `M` is
the multiple-scattering matrix at distance `R ≠ 0`. -/
def lloydIntegral (a b kF R : ℝ) : ℝ :=
  ∫ k in (0 : ℝ)..kF, 2 * k * (Complex.log (scatteringMatrix a b k R).det).im

/-- The determinant of the multiple-scattering matrix is one minus the round-trip amplitude. -/
theorem det_eq (a b k R : ℝ) :
    (scatteringMatrix a b k R).det = 1 - roundTrip a b k R := by
  have h : Complex.exp ((2 * k * R : ℝ) * Complex.I)
      = Complex.exp ((k * R : ℝ) * Complex.I) * Complex.exp ((k * R : ℝ) * Complex.I) := by
    rw [← Complex.exp_add]
    congr 1
    push_cast
    ring
  rw [scatteringMatrix, Matrix.det_fin_two_of, roundTrip, h, propagator]
  push_cast
  ring

/-- The round-trip amplitude has modulus `|ab|/R²` at every wavenumber. -/
theorem norm_roundTrip (a b k R : ℝ) : ‖roundTrip a b k R‖ = |a * b| / R ^ 2 := by
  rw [roundTrip, norm_mul, Complex.norm_exp_ofReal_mul_I, mul_one, Complex.norm_real,
    Real.norm_eq_abs, abs_div, abs_of_nonneg (sq_nonneg R)]

/-- If `|ab| < R²`, the determinant has positive real part, so it stays away from the branch cut
of the principal logarithm. -/
theorem det_re_pos {a b R : ℝ} (hR : 0 < R) (h : |a * b| < R ^ 2) (k : ℝ) :
    0 < (scatteringMatrix a b k R).det.re := by
  have h1 : ‖roundTrip a b k R‖ < 1 := by
    rw [norm_roundTrip]
    exact (div_lt_one (by positivity)).2 h
  have h2 := (le_abs_self _).trans (Complex.abs_re_le_norm (roundTrip a b k R))
  rw [det_eq, Complex.sub_re, Complex.one_re]
  linarith

/-- If `|ab| < R²`, keeping a single round trip in `Im Log det M` makes an error of at most
`(ab)²/(2R²(R² - |ab|))`. -/
theorem abs_im_log_det_add_le {a b R : ℝ} (hR : 0 < R) (h : |a * b| < R ^ 2) (k : ℝ) :
    |(Complex.log (scatteringMatrix a b k R).det).im + (roundTrip a b k R).im|
      ≤ (a * b) ^ 2 / (2 * R ^ 2 * (R ^ 2 - |a * b|)) := by
  have hw : ‖-roundTrip a b k R‖ < 1 := by
    rw [norm_neg, norm_roundTrip]
    exact (div_lt_one (by positivity)).2 h
  -- the Taylor remainder of the logarithm
  have key := (Complex.abs_im_le_norm _).trans (Complex.norm_log_one_add_sub_self_le hw)
  rw [norm_neg, norm_roundTrip, sub_neg_eq_add, ← sub_eq_add_neg, Complex.add_im] at key
  rw [det_eq]
  refine key.trans_eq ?_
  have hne : R ^ 2 - |a * b| ≠ 0 := (sub_pos.2 h).ne'
  rw [← sq_abs (a * b)]
  generalize |a * b| = p at hne ⊢
  have e : 1 - p / R ^ 2 = (R ^ 2 - p) / R ^ 2 := by field_simp
  rw [e]
  field_simp

/-- The single round-trip term, integrated exactly from `0` to `kF` for `R > 0`. -/
theorem integral_roundTrip (a b kF : ℝ) {R : ℝ} (hR : 0 < R) :
    ∫ k in (0 : ℝ)..kF, 2 * k * (-(roundTrip a b k R).im)
      = a * b * (kF * Real.cos (2 * kF * R) / R ^ 3
          - Real.sin (2 * kF * R) / (2 * R ^ 4)) := by
  simp only [roundTrip, Complex.im_ofReal_mul, Complex.exp_ofReal_mul_I_im]
  have hd : ∀ k : ℝ, HasDerivAt
      (fun x : ℝ => a * b * (x * Real.cos (2 * x * R) / R ^ 3
        - Real.sin (2 * x * R) / (2 * R ^ 4)))
      (2 * k * (-(a * b / R ^ 2 * Real.sin (2 * k * R)))) k := by
    intro k
    have h1 : HasDerivAt (fun x : ℝ => 2 * x * R) (2 * R) k :=
      (((hasDerivAt_id' k).const_mul 2).mul_const R).congr_deriv (by ring)
    have h2 := ((((hasDerivAt_id' k).fun_mul h1.cos).div_const (R ^ 3)).fun_sub
      (h1.sin.div_const (2 * R ^ 4))).const_mul (a * b)
    exact h2.congr_deriv (by field_simp; ring)
  have hc : Continuous fun k : ℝ => 2 * k * (-(a * b / R ^ 2 * Real.sin (2 * k * R))) := by
    fun_prop
  rw [intervalIntegral.integral_eq_sub_of_hasDerivAt (fun k _ => hd k)
    (hc.intervalIntegrable _ _)]
  simp

/-- For two s scatterers with `|ab| < R²`, `R > 0` and `kF ≥ 0`, the Lloyd integral equals the
single round-trip oscillation up to an error of at most `kF²(ab)²/(2R²(R² - |ab|))`. -/
theorem lloydIntegral_sub_le {a b kF R : ℝ} (hk : 0 ≤ kF) (hR : 0 < R)
    (h : |a * b| < R ^ 2) :
    |lloydIntegral a b kF R - a * b * (kF * Real.cos (2 * kF * R) / R ^ 3
        - Real.sin (2 * kF * R) / (2 * R ^ 4))|
      ≤ kF ^ 2 * (a * b) ^ 2 / (2 * R ^ 2 * (R ^ 2 - |a * b|)) := by
  have hw : Continuous fun k : ℝ => roundTrip a b k R := by
    unfold roundTrip
    fun_prop
  have hdet : Continuous fun k : ℝ => (scatteringMatrix a b k R).det := by
    simp only [det_eq]
    exact continuous_const.sub hw
  -- the determinant avoids the branch cut, so the integrand is continuous
  have hlog := hdet.clog fun k => Complex.mem_slitPlane_iff.2 (Or.inl (det_re_pos hR h k))
  have hf : Continuous fun k : ℝ =>
      2 * k * (Complex.log (scatteringMatrix a b k R).det).im :=
    (continuous_const.mul continuous_id).mul (Complex.continuous_im.comp hlog)
  have hg : Continuous fun k : ℝ => 2 * k * (-(roundTrip a b k R).im) :=
    (continuous_const.mul continuous_id).mul (Complex.continuous_im.comp hw).neg
  have hp : ∀ k : ℝ, 0 < k →
      ‖2 * k * (Complex.log (scatteringMatrix a b k R).det).im
        - 2 * k * (-(roundTrip a b k R).im)‖
      ≤ 2 * k * ((a * b) ^ 2 / (2 * R ^ 2 * (R ^ 2 - |a * b|))) := by
    intro k hk0
    have h2 : 0 ≤ 2 * k := by linarith
    rw [← mul_sub, sub_neg_eq_add, norm_mul, Real.norm_of_nonneg h2]
    exact mul_le_mul_of_nonneg_left (abs_im_log_det_add_le hR h k) h2
  rw [← integral_roundTrip a b kF hR, lloydIntegral, ← intervalIntegral.integral_sub
    (hf.intervalIntegrable _ _) (hg.intervalIntegrable _ _), ← Real.norm_eq_abs]
  refine (intervalIntegral.norm_integral_le_of_norm_le hk
    (g := fun k => 2 * k * ((a * b) ^ 2 / (2 * R ^ 2 * (R ^ 2 - |a * b|))))
    (Eventually.of_forall fun k hk0 => hp k hk0.1)
    (Continuous.intervalIntegrable (by fun_prop) _ _)).trans_eq ?_
  rw [intervalIntegral.integral_mul_const, intervalIntegral.integral_const_mul, integral_id]
  ring

/-- For two equal scatterers of amplitude `a` with `a² < R²`, `R > 0` and `kF ≥ 0`, the Lloyd
integral, written with the explicit logarithm, equals the single round-trip oscillation up to an
error of at most `kF²a⁴/(2R²(R² - a²))`. -/
theorem equal_scatterers {a kF R : ℝ} (hk : 0 ≤ kF) (hR : 0 < R) (h : a ^ 2 < R ^ 2) :
    |(∫ k in (0 : ℝ)..kF, 2 * k *
        (Complex.log (1 - a ^ 2 * Complex.exp (2 * k * R * Complex.I) / R ^ 2)).im)
      - a ^ 2 * (kF * Real.cos (2 * kF * R) / R ^ 3 - Real.sin (2 * kF * R) / (2 * R ^ 4))|
      ≤ kF ^ 2 * a ^ 4 / (2 * R ^ 2 * (R ^ 2 - a ^ 2)) := by
  have e : ∀ k : ℝ, (scatteringMatrix a a k R).det
      = 1 - a ^ 2 * Complex.exp (2 * k * R * Complex.I) / R ^ 2 := by
    intro k
    rw [det_eq, roundTrip]
    push_cast
    ring
  have m := lloydIntegral_sub_le (a := a) (b := a) hk hR (by rwa [abs_mul_self, ← sq])
  simp only [lloydIntegral, e, abs_mul_self] at m
  rw [show a ^ 4 = (a * a) ^ 2 by ring, show a ^ 2 = a * a from sq a]
  exact m

/-- At large distance and fixed `kF ≥ 0`, `R³` times the Lloyd integral approaches the
oscillation `ab kF cos(2kF R)`. -/
theorem tendsto_tail (a b : ℝ) {kF : ℝ} (hk : 0 ≤ kF) :
    Tendsto (fun R : ℝ => R ^ 3 * lloydIntegral a b kF R
      - a * b * kF * Real.cos (2 * kF * R)) atTop (𝓝 0) := by
  refine squeeze_zero_norm' (a := fun R : ℝ => (kF ^ 2 * (a * b) ^ 2 + |a * b| / 2) / R) ?_
    (tendsto_const_nhds.div_atTop tendsto_id)
  filter_upwards [eventually_ge_atTop (1 + 2 * |a * b|)] with R hRge
  have hp := abs_nonneg (a * b)
  have hR : 0 < R := by linarith
  have hR2 : 2 * |a * b| < R ^ 2 := by nlinarith
  have m := lloydIntegral_sub_le (a := a) (b := b) hk hR (by linarith)
  -- for `R² > 2|ab|`, the error bound is at most `kF²(ab)²/R⁴`
  have hB : kF ^ 2 * (a * b) ^ 2 / (2 * R ^ 2 * (R ^ 2 - |a * b|))
      ≤ kF ^ 2 * (a * b) ^ 2 / R ^ 4 := by
    apply div_le_div_of_nonneg_left (by positivity) (by positivity)
    nlinarith [mul_nonneg (sq_nonneg R) (sub_nonneg.2 hR2.le)]
  have hS : ‖a * b * Real.sin (2 * kF * R) / (2 * R)‖ ≤ |a * b| / (2 * R) := by
    rw [Real.norm_eq_abs, abs_div, abs_mul (a * b), abs_of_pos (by positivity : 0 < 2 * R)]
    gcongr
    exact mul_le_of_le_one_right hp (Real.abs_sin_le_one _)
  have split : R ^ 3 * lloydIntegral a b kF R - a * b * kF * Real.cos (2 * kF * R)
      = R ^ 3 * (lloydIntegral a b kF R - a * b * (kF * Real.cos (2 * kF * R) / R ^ 3
          - Real.sin (2 * kF * R) / (2 * R ^ 4)))
        - a * b * Real.sin (2 * kF * R) / (2 * R) := by
    field_simp
    ring
  rw [split]
  refine (norm_sub_le _ _).trans ?_
  rw [norm_mul, Real.norm_of_nonneg (by positivity : 0 ≤ R ^ 3), Real.norm_eq_abs]
  calc _ ≤ R ^ 3 * (kF ^ 2 * (a * b) ^ 2 / R ^ 4) + |a * b| / (2 * R) :=
        add_le_add (mul_le_mul_of_nonneg_left (m.trans hB) (by positivity)) hS
    _ = (kF ^ 2 * (a * b) ^ 2 + |a * b| / 2) / R := by field_simp

/-- Along the distances `R = nπ/kF` with `kF > 0`, `R³` times the Lloyd integral tends to
`ab kF`. -/
theorem tendsto_at_maxima (a b : ℝ) {kF : ℝ} (hk : 0 < kF) :
    Tendsto (fun n : ℕ => (n * Real.pi / kF) ^ 3 * lloydIntegral a b kF (n * Real.pi / kF))
      atTop (𝓝 (a * b * kF)) := by
  have hR : Tendsto (fun n : ℕ => (n : ℝ) * Real.pi / kF) atTop atTop :=
    (tendsto_natCast_atTop_atTop.atTop_mul_const Real.pi_pos).atTop_div_const hk
  have ht := ((tendsto_tail a b hk.le).comp hR).add_const (a * b * kF)
  rw [zero_add] at ht
  refine ht.congr fun n => ?_
  -- the cosine equals one at these distances
  have hc : Real.cos (2 * kF * (n * Real.pi / kF)) = 1 := by
    rw [show 2 * kF * (n * Real.pi / kF) = n * (2 * Real.pi) by field_simp]
    exact Real.cos_nat_mul_two_pi n
  simp only [Function.comp_apply]
  rw [hc]
  ring

end

end LloydTwoScatterers
```

```lean
#print axioms LloydTwoScatterers.equal_scatterers
#print axioms LloydTwoScatterers.tendsto_at_maxima
```

```
'LloydTwoScatterers.equal_scatterers' depends on axioms: [propext, Classical.choice, Quot.sound]
'LloydTwoScatterers.tendsto_at_maxima' depends on axioms: [propext, Classical.choice, Quot.sound]
```

## An error bound and two limits

Write \(M(k)\) for `scatteringMatrix a b k R` and

\[
I(R)=\int_0^{k_F}2k\,\operatorname{Im}\operatorname{Log}\det M(k)\,dk
\]

for `lloydIntegral a b kF R`, with the principal logarithm. For \(R>0\), \(k_F\ge 0\) and \(|ab|<R^2\), `lloydIntegral_sub_le` states

\[
\left|I(R)-ab\left(\frac{k_F\cos 2k_FR}{R^3}-\frac{\sin 2k_FR}{2R^4}\right)\right|
\le\frac{k_F^2(ab)^2}{2R^2(R^2-|ab|)} .
\]

The case \(a=b\), with the logarithm written out, is `equal_scatterers`. At fixed \(k_F\), `tendsto_tail` says that \(R^3I(R)-ab\,k_F\cos 2k_FR\to0\) as \(R\to\infty\). Along \(R=n\pi/k_F\) with \(k_F>0\), `tendsto_at_maxima` gives \(R^3I(R)\to ab\,k_F\), so for nonzero amplitudes the decay is no faster than \(R^{-3}\). The maxima in its name are those of the cosine.

## From the integral to an interaction energy

In units with \(\hbar^2/2m=1\) the energy is \(k^2\), so \(dE=2k\,dk\). Lloyd's formula, used here as physical input, gives the change in the integrated density of states due to the coupling of the scatterers as \(-\pi^{-1}\operatorname{Im}\operatorname{Log}\det M\) per spin. For non-interacting electrons at zero temperature and fixed Fermi energy, the interaction energy is minus the integral of this change over energies up to the Fermi energy. In this constant-amplitude model it is therefore \(I(R)/\pi\) per spin.

The off-diagonal entries of \(M\) are minus an amplitude times `propagator`, which is \(e^{ikR}/R\) without the factor \(-1/(4\pi)\) of the usual free Green function. The letter \(a\) denotes a scattering amplitude; the scattering length has the opposite sign at low energy.

The model keeps only s waves, neglects the interaction between electrons, and replaces the complex, energy-dependent amplitudes of real impurities by real constants. A nonzero real amplitude violates the optical theorem and is a low-energy approximation; true amplitudes can also shift the phase of the cosine.

## One round trip, and a bound on the others

Expanding the \(2\times2\) determinant gives (`det_eq`)

\[
\det M=1-w,\qquad w=\frac{ab}{R^2}e^{2ikR},
\]

where \(w\) is `roundTrip`. Its modulus is \(q=|ab|/R^2<1\) (`norm_roundTrip`). Hence \(\operatorname{Re}(1-w)\ge1-q>0\): the determinant avoids the branch cut (`det_re_pos`), and the integrand is continuous.

The logarithmic series gives

\[
|\operatorname{Log}(1-w)+w|\le\sum_{n\ge2}\frac{q^n}{n}\le\frac{q^2}{2(1-q)}
=\frac{(ab)^2}{2R^2(R^2-|ab|)} .
\]

In `abs_im_log_det_add_le`, Mathlib's Taylor remainder for \(\operatorname{Log}(1+z)\) is applied at \(z=-w\), and the imaginary part is bounded by the modulus.

The retained term is integrated by parts:

\[
-\frac{ab}{R^2}\int_0^{k_F}2k\sin(2kR)\,dk
=ab\left(\frac{k_F\cos 2k_FR}{R^3}-\frac{\sin 2k_FR}{2R^4}\right).
\]

`integral_roundTrip` differentiates this antiderivative and applies the fundamental theorem of calculus. The main theorem subtracts the two integrals and bounds the difference pointwise by \(2k\) times the remainder; \(\int_0^{k_F}2k\,dk=k_F^2\) then gives the stated error.

For the tail, take \(R\ge1+2|ab|\). Then \(R^2>2|ab|\), so \(R^2-|ab|\ge R^2/2\) and the error is at most \(k_F^2(ab)^2/R^4\). After multiplication by \(R^3\), this error and the sine term together are at most

\[
\frac{k_F^2(ab)^2+|ab|/2}{R},
\]

and a squeeze gives the limit. At \(R=n\pi/k_F\) with \(n\ge1\) the cosine equals \(\cos 2\pi n=1\), which yields the last theorem.

## Amplitudes too large for the distance

The bound does not extend to \(|ab|>R^2\). With \(a=b=2\), \(R=1\) and \(k_F=1/10\), its right-hand side is \(0.16/(2(1-4))=-2/75\), and no absolute value lies below a negative number. Here \(|w|=4\), so the expansion in round trips diverges as well.
